# A product of three cosines with positive integer indices integrates over a full turn to π/2 if one index is the sum of the other two, and to 0 otherwise

In multiple-scattering theory and in muffin-tin orbital methods, a wave centred on one atom is re-expanded about another. When the angular functions are real spherical harmonics, the expansion coefficients contain Gaunt coefficients, which are integrals over the sphere of a product of three such harmonics. Each harmonic is a polar function times an azimuthal function, so the integral factorises, and if its azimuthal factor vanishes the whole coefficient vanishes. The question is which triples of azimuthal indices survive when all three harmonics are of cosine type.

Let \(x\) be the azimuthal angle and let \(m,n,p\) be positive integers. Then

\[
\int_0^{2\pi}\cos(mx)\cos(nx)\cos(px)\,dx=
\begin{cases}\pi/2 & \text{if } m=n+p,\ n=m+p\ \text{or}\ p=m+n,\\ 0 & \text{otherwise.}\end{cases}
\]

For cosine-type harmonics with positive indices, this rule tells a program which Gaunt coefficients it can skip on azimuthal grounds. Two \(p_x\) functions and one \(d_{x^2-y^2}\) function have indices 1, 1, 2 and pass; three \(p_x\) functions have indices 1, 1, 1 and fail. Passing is necessary but not sufficient for a nonzero Gaunt coefficient, because the polar integral can still vanish, for instance by parity.

The cosines here are unnormalised. With the normalised factors \(\cos(mx)/\sqrt{\pi}\), the surviving value \(\pi/2\) becomes \(1/(2\sqrt{\pi})\).

The result rests on four conditions: the indices are integers, the angle runs over a full turn, every factor is a cosine, and the indices are positive. The first three also give a law for any finite number of factors; positivity enters only for the three-factor rule.

```lean
import Mathlib

open Real

namespace CosineGauntAzimuthal
```

## Sign choices and their net index

A cosine is a superposition of two waves running in opposite senses around the axis. Multiplying \(N\) cosines therefore means choosing one sense for each factor. Let the factors be labelled by \(i\), with indices \(m_i\), and let \(t\) be the set of factors that enter with a plus sign. The resulting wave has the net index

\[
M_t=\sum_{i\in t}m_i-\sum_{i\notin t}m_i .
\]

In Lean the labels form a finite type `ι`, the indices are a function `m : ι → ℤ`, and \(M_t\) is `netIndex m t`, where `tᶜ` is the complement of `t`.

```lean
/-- The net azimuthal index obtained when the factors in `t` enter with a plus sign and
all other factors with a minus sign. -/
def netIndex {ι : Type*} [Fintype ι] [DecidableEq ι] (m : ι → ℤ) (t : Finset ι) : ℤ :=
  ∑ i ∈ t, m i - ∑ i ∈ tᶜ, m i
```

The choices with \(M_t=0\) are those in which the two groups of indices have equal sums. They are collected in `balancedSplits m`. A set and its complement count as two choices, and one of the two groups may be empty.

```lean
/-- The sign choices, recorded as sets of plus signs, whose net azimuthal index is zero. -/
def balancedSplits {ι : Type*} [Fintype ι] [DecidableEq ι] (m : ι → ℤ) :
    Finset (Finset ι) :=
  Finset.univ.filter (fun t => netIndex m t = 0)
```

## Integer indices on a full turn

An integer index means that the wavefunction returns to its value when the azimuth advances by \(2\pi\). The limits \(0\) and \(2\pi\) mean that the whole circle is integrated, as it is in an integral over the sphere. The two conditions act together in the integral of a single cosine with index \(k\). If \(k=0\), the integrand is 1 and the integral is \(2\pi\). If \(k\neq0\),

\[
\int_0^{2\pi}\cos(kx)\,dx=\left[\frac{\sin(kx)}{k}\right]_0^{2\pi}=\frac{\sin(2\pi k)}{k}=0,
\]

where the last equality uses the fact that \(k\) is an integer.

The theorem `integral_cos_int` states both cases for `k : ℤ`, and its proof follows the same division. For nonzero `k`, it writes \(2\pi k\) as the integer \(2k\) times \(\pi\), where the sine vanishes. It then checks that \(\sin(kx)/k\) has derivative \(\cos(kx)\), and applies the fundamental theorem of calculus.

```lean
/-- Over a full turn, a cosine of integer index `k` integrates to `2π` if `k = 0` and to
zero otherwise. -/
theorem integral_cos_int (k : ℤ) :
    ∫ x in (0 : ℝ)..(2 * π), Real.cos (k * x) = if k = 0 then 2 * π else 0 := by
  split_ifs with h
  · subst h
    simp
  · have hk : (k : ℝ) ≠ 0 := by exact_mod_cast h
    have hs : Real.sin (k * (2 * π)) = 0 := by
      have e : (k : ℝ) * (2 * π) = ((2 * k : ℤ) : ℝ) * π := by
        push_cast
        ring
      rw [e]
      exact Real.sin_int_mul_pi _
    -- an antiderivative of cos (k x) is sin (k x) / k
    have hd : ∀ x ∈ Set.uIcc (0 : ℝ) (2 * π),
        HasDerivAt (fun y : ℝ => Real.sin (k * y) / k) (Real.cos (k * x)) x := by
      intro x _
      have h1 : HasDerivAt (fun y : ℝ => (k : ℝ) * y) k x := by
        simpa using (hasDerivAt_id x).const_mul (k : ℝ)
      exact (h1.sin.div_const (k : ℝ)).congr_deriv (by field_simp)
    have hc : Continuous (fun x : ℝ => Real.cos (k * x)) := by fun_prop
    rw [intervalIntegral.integral_eq_sub_of_hasDerivAt hd (hc.intervalIntegrable _ _), hs]
    simp
```

Without integer indices, the three-cosine rule fails. Take all three indices equal to \(1/4\). None is the sum of the other two, yet the substitution \(u=x/4\) gives

\[
\int_0^{2\pi}\cos^3(x/4)\,dx=4\int_0^{\pi/2}\cos^3u\,du=\frac{8}{3}.
\]

Without the full turn it fails as well: with indices 1, 1, 1 on the quarter turn \([0,\pi/2]\), the integral is \(2/3\) instead of 0.

## A finite product in which every factor is a cosine

Physically, this condition selects harmonics that are unchanged when the azimuthal angle is reversed, \(x\to-x\). In space this is the reflection that changes the sign of the Cartesian coordinate \(y\): it leaves \(p_x\) unchanged and reverses the sign of \(p_y\). In the derivation it fixes the coefficients of the two counter-rotating waves: both are \(+1/2\), so every sign choice enters the product with the same positive weight.

Write \(I\) for the imaginary unit. Then \(2\cos(m_ix)=e^{Im_ix}+e^{-Im_ix}\), and multiplying out the product gives

\[
\prod_i 2\cos(m_ix)=\sum_t\ \prod_{i\in t}e^{Im_ix}\prod_{i\notin t}e^{-Im_ix}=\sum_t e^{IM_tx}.
\]

The left side is real. Taking real parts and dividing by \(2^N\),

\[
\prod_i\cos(m_ix)=\frac{1}{2^N}\sum_t\cos(M_tx).
\]

This is `prod_cos_eq`, in which `Fintype.card ι` is \(N\). Its proof takes the same route through the complex numbers. `Finset.prod_add` multiplies out the product of two-term sums, the exponentials are merged into one for each set `t`, and `Complex.re` extracts the cosines.

```lean
/-- A product of cosines with integer indices is the average, over all sign choices, of the cosines
that have the net azimuthal index as their index. -/
theorem prod_cos_eq {ι : Type*} [Fintype ι] [DecidableEq ι] (m : ι → ℤ) (x : ℝ) :
    ∏ i, Real.cos (m i * x) =
      (∑ t : Finset ι, Real.cos (netIndex m t * x)) / 2 ^ Fintype.card ι := by
  have h : ((∏ i, (2 * Real.cos (m i * x)) : ℝ) : ℂ) =
      ∑ t : Finset ι, Complex.exp (((netIndex m t * x : ℝ) : ℂ) * Complex.I) := by
    -- twice each cosine is a sum of two counter-rotating waves
    have h2 : ∀ i, ((2 * Real.cos (m i * x) : ℝ) : ℂ) =
        Complex.exp (((m i * x : ℝ) : ℂ) * Complex.I) +
          Complex.exp (-((m i * x : ℝ) : ℂ) * Complex.I) := by
      intro i
      rw [Complex.ofReal_mul, Complex.ofReal_cos, Complex.ofReal_ofNat, Complex.two_cos]
    rw [Complex.ofReal_prod, Finset.prod_congr rfl (fun i _ => h2 i), Finset.prod_add,
      Finset.powerset_univ]
    refine Finset.sum_congr rfl fun t _ => ?_
    rw [← Complex.exp_sum, ← Complex.exp_sum, ← Complex.exp_add,
      ← Finset.compl_eq_univ_sdiff]
    congr 1
    simp only [netIndex]
    push_cast
    simp only [neg_mul, Finset.sum_neg_distrib, ← Finset.sum_mul]
    ring
  -- the real part is the product-to-sum formula
  have h3 := congrArg Complex.re h
  rw [Complex.ofReal_re, Complex.re_sum, Finset.prod_mul_distrib, Finset.prod_const,
    Finset.card_univ] at h3
  simp only [Complex.exp_ofReal_mul_I_re] at h3
  rw [eq_div_iff (by positivity), mul_comm]
  exact h3
```

Each \(M_t\) is an integer, so the single-cosine integral applies to every term. A term contributes \(2\pi\) when \(M_t=0\) and nothing otherwise. If \(B\) is the number of balanced sign choices, then

\[
\int_0^{2\pi}\prod_i\cos(m_ix)\,dx=\frac{2\pi B}{2^N}.
\]

The theorem `integral_prod_cos` states this for arbitrary integer indices, whether positive, negative or zero. It also holds for the empty family: the product is then 1, the empty set is the only sign choice, and both sides equal \(2\pi\). The proof rewrites the integrand by `prod_cos_eq`, exchanges the finite sum with the integral, and inserts `integral_cos_int`. What remains is a sum of equal terms over the balanced choices, which is their number times \(2\pi\).

```lean
/-- The integral over a full turn of a product of `N` cosines with integer indices is `2π / 2 ^ N`
times the number of sign choices with zero net index. -/
theorem integral_prod_cos {ι : Type*} [Fintype ι] [DecidableEq ι] (m : ι → ℤ) :
    ∫ x in (0 : ℝ)..(2 * π), ∏ i, Real.cos (m i * x) =
      2 * π * (balancedSplits m).card / 2 ^ Fintype.card ι := by
  simp only [prod_cos_eq]
  rw [intervalIntegral.integral_div, intervalIntegral.integral_finsetSum]
  · simp only [integral_cos_int]
    rw [← Finset.sum_filter, Finset.sum_const, nsmul_eq_mul]
    unfold balancedSplits
    ring
  · intro t _
    exact Continuous.intervalIntegrable (by fun_prop) _ _
```

Since \(B\) is a count, no cancellation can occur. The integral is nonzero exactly when at least one balanced choice exists, which is the content of `integral_prod_cos_ne_zero_iff`. In one direction the proof argues by contradiction: if no set `t` balances the indices, `balancedSplits m` is empty and the formula gives zero. In the other direction, a balancing set makes the count positive, and with it the integral.

```lean
/-- The integral over a full turn of a product of cosines with integer indices is nonzero exactly
when the indices can be split into two groups with equal sums. -/
theorem integral_prod_cos_ne_zero_iff {ι : Type*} [Fintype ι] [DecidableEq ι]
    (m : ι → ℤ) :
    ∫ x in (0 : ℝ)..(2 * π), ∏ i, Real.cos (m i * x) ≠ 0 ↔
      ∃ t : Finset ι, ∑ i ∈ t, m i = ∑ i ∈ tᶜ, m i := by
  rw [integral_prod_cos]
  constructor
  · intro h
    by_contra hne
    apply h
    have he : balancedSplits m = ∅ :=
      Finset.filter_eq_empty_iff.2 (fun t _ ht => hne ⟨t, sub_eq_zero.1 ht⟩)
    rw [he]
    simp
  · rintro ⟨t, ht⟩
    have hc : 0 < (balancedSplits m).card :=
      Finset.card_pos.2 ⟨t, Finset.mem_filter.2 ⟨Finset.mem_univ t, sub_eq_zero.2 ht⟩⟩
    have hr : (0 : ℝ) < (balancedSplits m).card := by exact_mod_cast hc
    exact (div_pos (mul_pos Real.two_pi_pos hr) (by positivity)).ne'
```

If sine-type harmonics are admitted, the weights of the two waves have opposite signs and this argument breaks down. With indices 1, 1, 2, which satisfy the sum condition,

\[
\int_0^{2\pi}\sin x\,\sin x\,\cos 2x\,dx=-\frac{\pi}{2},\qquad
\int_0^{2\pi}\sin x\,\cos x\,\cos 2x\,dx=0 .
\]

The first integral has the opposite sign and the second vanishes altogether. Mixed products therefore need rules of their own, and the theorems here concern cosines only.

## Positive indices

A positive index belongs to a harmonic that varies around the axis. Index zero belongs to an axially symmetric one, such as \(s\) or \(p_z\). A negative index would add no new cosine, since \(\cos(-mx)=\cos(mx)\); in a common convention for real harmonics, negative labels are reserved for the sine type.

For three factors, start with integers \(m,n,p\) of any sign. Applying \(\cos a\cos b=\tfrac12[\cos(a+b)+\cos(a-b)]\) twice gives

\[
\begin{aligned}
\cos(mx)\cos(nx)\cos(px)=\tfrac14\big[&\cos((m+n+p)x)+\cos((m+n-p)x)\\
&+\cos((m-n+p)x)+\cos((n+p-m)x)\big],
\end{aligned}
\]

where the argument of the last cosine has been reversed in sign, which leaves the term unchanged because the cosine is even. The eight sign choices have become four because a set and its complement give the same cosine. Integrating, each bracketed term contributes \(2\pi\) if its index is zero and nothing otherwise.

The theorem `integral_three_cos_int` records these four contributions as four `if` expressions divided by 4. Its proof obtains the identity directly from the angle-addition formulas, without passing through the general product law, and then integrates term by term with `integral_cos_int`.

```lean
/-- For three cosines with arbitrary integer indices, the azimuthal integral is a sum of
four contributions, one for each relative choice of signs. -/
theorem integral_three_cos_int (m n p : ℤ) :
    ∫ x in (0 : ℝ)..(2 * π), Real.cos (m * x) * Real.cos (n * x) * Real.cos (p * x) =
      ((if m + n + p = 0 then 2 * π else 0) + (if m + n - p = 0 then 2 * π else 0) +
        (if m - n + p = 0 then 2 * π else 0) +
        (if n + p - m = 0 then 2 * π else 0)) / 4 := by
  have h : ∀ x : ℝ, Real.cos (m * x) * Real.cos (n * x) * Real.cos (p * x) =
      (Real.cos ((m + n + p : ℤ) * x) + Real.cos ((m + n - p : ℤ) * x) +
        Real.cos ((m - n + p : ℤ) * x) + Real.cos ((n + p - m : ℤ) * x)) / 4 := by
    intro x
    push_cast
    simp only [add_mul, sub_mul, Real.cos_add, Real.cos_sub, Real.sin_add, Real.sin_sub]
    ring
  simp only [h]
  rw [intervalIntegral.integral_div, intervalIntegral.integral_add,
    intervalIntegral.integral_add, intervalIntegral.integral_add]
  · simp only [integral_cos_int]
  all_goals exact Continuous.intervalIntegrable (by fun_prop) _ _
```

Positivity now does two things. It makes \(m+n+p\) positive, so the first contribution vanishes. It also prevents any two of the other three from surviving together:

- If \(m+n-p=0\) and \(m-n+p=0\), adding the equations gives \(2m=0\).
- If \(m+n-p=0\) and \(n+p-m=0\), adding them gives \(2n=0\).
- If \(m-n+p=0\) and \(n+p-m=0\), adding them gives \(2p=0\).

Each conclusion contradicts positivity. Hence at most one contribution remains, and it survives exactly when one index is the sum of the other two. The integral is then \(2\pi/4=\pi/2\); if none survives, it is 0.

In `integral_three_cos` the indices are natural numbers, and positivity is stated by `hm`, `hn` and `hp`. The condition on the right is an ordinary "or", although for positive indices no two of its alternatives can be true at once. The proof specialises the four-term formula to natural numbers and lets `split_ifs` run through every combination of true and false conditions. The tactic `omega` eliminates the combinations that contradict integer arithmetic or positivity, which is the work of the three additions above. In the consistent cases, `ring` checks the value.

```lean
/-- For positive integer indices, the integral of three cosines over a full turn is `π/2` if one
index is the sum of the other two, and zero otherwise. -/
theorem integral_three_cos (m n p : ℕ) (hm : 0 < m) (hn : 0 < n) (hp : 0 < p) :
    ∫ x in (0 : ℝ)..(2 * π), Real.cos (m * x) * Real.cos (n * x) * Real.cos (p * x) =
      if m = n + p ∨ n = m + p ∨ p = m + n then π / 2 else 0 := by
  have h := integral_three_cos_int (m : ℤ) (n : ℤ) (p : ℤ)
  simp only [Int.cast_natCast] at h
  rw [h]
  -- positivity allows at most one of the four contributions to survive
  split_ifs <;> first | (exfalso; omega) | ring
```

If an index may be zero, the rule can give the wrong magnitude. Take \(m=n\) positive and \(p=0\). The condition \(m=n+p\) holds, so the rule would predict \(\pi/2\). But \(m-n+p\) and \(n+p-m\) are now both zero, two contributions survive, and the integral is \(4\pi/4=\pi\). This is the familiar integral of \(\cos^2(nx)\), and `integral_three_cos_zero_index` proves it from the same four-term formula.

```lean
/-- With indices `n`, `n` and `0`, where `n` is a positive integer, the integral of the three
cosines over a full turn is `π`. -/
theorem integral_three_cos_zero_index (n : ℕ) (hn : 0 < n) :
    ∫ x in (0 : ℝ)..(2 * π),
      Real.cos (n * x) * Real.cos (n * x) * Real.cos ((0 : ℤ) * x) = π := by
  have h := integral_three_cos_int (n : ℤ) (n : ℤ) 0
  simp only [Int.cast_natCast] at h
  rw [h]
  split_ifs <;> first | (exfalso; omega) | ring

end CosineGauntAzimuthal
```

The factor of two matters when a table of real Gaunt coefficients includes axially symmetric harmonics. Part of it is absorbed by normalisation, because the normalised azimuthal function of index zero is \(1/\sqrt{2\pi}\), not \(1/\sqrt{\pi}\). The normalised integral for indices \(n,n,0\) is then \(1/\sqrt{2\pi}\), which still differs from the value \(1/(2\sqrt{\pi})\) for three positive indices that satisfy the rule.

```lean
#print axioms CosineGauntAzimuthal.integral_prod_cos_ne_zero_iff
#print axioms CosineGauntAzimuthal.integral_three_cos
#print axioms CosineGauntAzimuthal.integral_three_cos_zero_index
```

```
'CosineGauntAzimuthal.integral_prod_cos_ne_zero_iff' depends on axioms: [propext, Classical.choice, Quot.sound]
'CosineGauntAzimuthal.integral_three_cos' depends on axioms: [propext, Classical.choice, Quot.sound]
'CosineGauntAzimuthal.integral_three_cos_zero_index' depends on axioms: [propext, Classical.choice, Quot.sound]
```
